# Møller–Plesset energy diagrams: 1, 3 and 39 linked vertex-labelled Hugenholtz diagrams at orders 2, 3 and 4

A Hugenholtz diagram with \(n\) labelled vertices is represented here by an \(n\times n\) matrix of natural numbers: \(A_{ij}\) is the number of lines running from vertex \(i\) to vertex \(j\), with labels starting at 0. Because the vertices are antisymmetrised, only the number of lines matters. With labels read as time order, the matrices of linked diagrams enumerate the terms of the second-, third- and fourth-order Møller–Plesset energy corrections, for a two-body interaction and a Hartree–Fock reference. Their signs, weights and values are not modelled.

In Lean 4 with Mathlib:

```lean
import Mathlib

open Finset

namespace HugenholtzDiagrams

variable {n : ℕ} {A : Matrix (Fin n) (Fin n) ℕ}
```

## No line returns to its own vertex

The condition \(A_{ii}=0\) expresses the Hartree–Fock reference, for which loops at a vertex cancel against the one-body part of the perturbation. It is the first clause of `IsDiagram`; the other two fix the row and column sums.

```lean
/-- A vertex-labelled Hugenholtz energy diagram for a Hartree-Fock reference: `A i j` lines run
from vertex `i` to vertex `j`, two lines leave and two enter each vertex, none returns to it. -/
abbrev IsDiagram (A : Matrix (Fin n) (Fin n) ℕ) : Prop :=
  (∀ i, A i i = 0) ∧ (∀ i, ∑ j, A i j = 2) ∧ ∀ j, ∑ i, A i j = 2
```

At second order, the row sums then force \(A_{01}=A_{10}=2\), which gives one diagram. If loops were allowed, the matrix with all entries 1 would be a second connected solution. The condition also prevents a vertex from keeping both its lines to itself, which the linkedness test below uses.

## The diagram is linked

Only linked diagrams contribute to the energy. `skeleton` forgets direction and multiplicity, and `linkedDiagrams n` is the set of diagrams whose skeleton is connected.

```lean
/-- The underlying graph: different vertices are adjacent when a line joins them. -/
def skeleton (A : Matrix (Fin n) (Fin n) ℕ) : SimpleGraph (Fin n) :=
  SimpleGraph.fromRel fun i j => A i j ≠ 0

/-- The linked diagrams of order `n`: those whose underlying graph is connected. -/
def linkedDiagrams (n : ℕ) : Set (Matrix (Fin n) (Fin n) ℕ) :=
  {A | IsDiagram A ∧ (skeleton A).Connected}
```

Without this condition the fourth-order count would be 42: the three extra matrices each consist of two separate second-order diagrams.

## Two lines leave and two enter each vertex

Each two-body interaction has two creation and two annihilation operators, so all row and column sums are 2. For a set \(S\) of vertices, \(2|S|\) lines start in \(S\) and \(2|S|\) end there. Subtracting the internal lines shows that as many lines leave \(S\) as enter it. `Closed` says that none leaves, and `closed_compl` concludes that none enters, cancelling the internal lines by exchanging the order of summation.

```lean
/-- No line leaves the set `S` of vertices. -/
def Closed (A : Matrix (Fin n) (Fin n) ℕ) (S : Finset (Fin n)) : Prop :=
  ∀ i ∈ S, ∀ j, j ∉ S → A i j = 0

/-- In a diagram, if no line leaves a set of vertices, then no line enters it. -/
theorem closed_compl (h : IsDiagram A) {S : Finset (Fin n)} (hS : Closed A S) :
    Closed A Sᶜ := by
  have h1 : ∑ i ∈ S, (∑ j ∈ S, A i j + ∑ j ∈ Sᶜ, A i j)
      = ∑ i ∈ S, (∑ j ∈ S, A j i + ∑ j ∈ Sᶜ, A j i) := by
    refine sum_congr rfl fun i _ => ?_
    rw [sum_add_sum_compl, sum_add_sum_compl, h.2.1 i, h.2.2 i]
  rw [sum_add_distrib, sum_add_distrib] at h1
  -- internal lines cancel, so as many lines enter as leave
  have h2 : ∑ i ∈ S, ∑ j ∈ S, A i j = ∑ i ∈ S, ∑ j ∈ S, A j i := sum_comm
  have h3 : ∑ i ∈ S, ∑ j ∈ Sᶜ, A i j = 0 :=
    sum_eq_zero fun i hi => sum_eq_zero fun j hj => hS i hi j (mem_compl.1 hj)
  have h4 : ∑ i ∈ S, ∑ j ∈ Sᶜ, A j i = 0 := by omega
  intro j hj i hi
  have hi' : i ∈ S := by simpa using hi
  exact sum_eq_zero_iff.1 (sum_eq_zero_iff.1 h4 i hi') j hj
```

In a linked diagram, a walk starting in a closed set therefore never gets out, so a nonempty closed set contains all vertices. Conversely, the vertices connected to \(i\) form a closed set; if every nonempty closed set is full, the diagram is linked. The proof uses induction on the walk for the first direction. It needs \(n>0\), since the empty graph does not count as connected.

```lean
/-- A diagram with at least one vertex is linked if and only if every nonempty set of vertices
that no line leaves contains all vertices. -/
theorem linked_iff_closed [NeZero n] (h : IsDiagram A) : (skeleton A).Connected ↔
    ∀ S : Finset (Fin n), S.Nonempty → Closed A S → S = univ := by
  classical
  constructor
  · rintro hl S ⟨a, ha⟩ hS
    -- a walk that starts in `S` stays in `S`
    have key : ∀ u v, (skeleton A).Walk u v → u ∈ S → v ∈ S := by
      intro u v w
      induction w with
      | nil => exact id
      | cons hadj _ ih =>
        intro hu
        apply ih
        by_contra hv
        rcases ((SimpleGraph.fromRel_adj _ _ _).1 hadj).2 with h1 | h1
        · exact h1 (hS _ hu _ hv)
        · exact h1 (closed_compl h hS _ (mem_compl.2 hv) _ (by simpa using hu))
    refine eq_univ_iff_forall.2 fun b => ?_
    obtain ⟨w⟩ := hl.preconnected a b
    exact key a b w ha
  · intro hc
    refine { preconnected := ?_, nonempty := ⟨0⟩ }
    intro i j
    -- no line leaves the set of vertices connected to `i`
    have hu := hc (univ.filter fun k => (skeleton A).Reachable i k)
      ⟨i, mem_filter.2 ⟨mem_univ _, SimpleGraph.Reachable.refl _⟩⟩ (by
        intro a ha b hb
        by_contra hab
        have hne : a ≠ b := fun e => hab (e ▸ h.1 a)
        have hadj : (skeleton A).Adj a b :=
          (SimpleGraph.fromRel_adj _ _ _).2 ⟨hne, Or.inl hab⟩
        exact hb (mem_filter.2 ⟨mem_univ _, (mem_filter.1 ha).2.trans hadj.reachable⟩))
    exact (mem_filter.1 (eq_univ_iff_forall.1 hu j)).2
```

Without the condition on the column sums, third order would have 27 connected matrices instead of 3.

## Three to five vertices

In this range, a diagram is linked exactly when no two vertices exchange all their lines, \(A_{ij}=A_{ji}=2\). Such a pair is a closed set smaller than the whole. Conversely, a closed set cannot have one vertex, and with two it is such a pair. An unlinked diagram without such pairs would thus split into two parts of at least three vertices each, requiring six.

```lean
/-- A diagram with three to five vertices is linked if and only if no two vertices exchange
all their lines. -/
theorem linked_iff_no_pair (h3 : 3 ≤ n) (h5 : n ≤ 5) (h : IsDiagram A) :
    (skeleton A).Connected ↔ ∀ i j, ¬(A i j = 2 ∧ A j i = 2) := by
  have : NeZero n := ⟨by omega⟩
  rw [linked_iff_closed h]
  constructor
  · rintro hc i j ⟨hij, hji⟩
    have hne : i ≠ j := by
      rintro rfl
      have := h.1 i
      omega
    have row : ∀ a b, A a b = 2 → ∀ k, k ≠ b → A a k = 0 := by
      intro a b hab k hk
      have h1 : ∑ x ∈ ({b, k} : Finset (Fin n)), A a x ≤ ∑ x, A a x :=
        sum_le_sum_of_subset (subset_univ _)
      rw [sum_pair hk.symm, h.2.1 a] at h1
      omega
    have hu := congrArg Finset.card (hc {i, j} ⟨i, by simp⟩ (by
      intro a ha k hk
      simp only [mem_insert, mem_singleton, not_or] at ha hk
      rcases ha with ha | ha
      · rw [ha]; exact row i j hij k hk.2
      · rw [ha]; exact row j i hji k hk.1))
    rw [card_pair hne, card_univ, Fintype.card_fin] at hu
    omega
  · intro hp S hne hS
    -- a nonempty set that no line leaves has at least three vertices
    have big : ∀ T : Finset (Fin n), T.Nonempty → Closed A T → 3 ≤ T.card := by
      intro T hT hz
      by_contra hlt
      have hpos := hT.card_pos
      have hs : ∀ i ∈ T, ∑ j ∈ T, A i j = 2 := fun i hi =>
        (sum_subset (subset_univ _) fun j _ hj => hz i hi j hj).trans (h.2.1 i)
      obtain hc | hc : T.card = 1 ∨ T.card = 2 := by omega
      · obtain ⟨i, rfl⟩ := card_eq_one.1 hc
        have h1 := hs i (by simp)
        rw [sum_singleton, h.1 i] at h1
        omega
      · obtain ⟨i, j, hij, rfl⟩ := card_eq_two.1 hc
        have h1 := hs i (by simp)
        have h2 := hs j (by simp)
        rw [sum_pair hij, h.1 i] at h1
        rw [sum_pair hij, h.1 j] at h2
        exact hp i j ⟨by omega, by omega⟩
    by_contra hS'
    obtain ⟨b, hb⟩ := not_forall.1 fun hall => hS' (eq_univ_iff_forall.2 hall)
    have h1 := big S hne hS
    have h2 := big Sᶜ ⟨b, mem_compl.2 hb⟩ (closed_compl h hS)
    have h4 := card_add_card_compl S
    rw [Fintype.card_fin] at h4
    omega
```

The bounds matter: the second-order diagram is itself such a pair, and two separate third-order diagrams contain none.

## The order fixes the number of free entries

At third order, put \(x=A_{01}\). The sum rules give \(A_{02}=A_{10}=A_{21}=2-x\) and \(A_{12}=A_{20}=x\), with \(x=0,1,2\). No pair exchanges all its lines, so all three diagrams are linked.

```lean
/-- Third-order matrices with `x` lines from the first vertex to the second. -/
def third (x : Fin 3) : Matrix (Fin 3) (Fin 3) ℕ :=
  !![0, x, 2 - x; 2 - x, 0, x; x, 2 - x, 0]
```

At fourth order, let \(a,b,c,d,e\) be \(A_{01},A_{02},A_{10},A_{12},A_{20}\). Then

\[
\begin{aligned}
A_{03}&=2-a-b, & A_{13}&=2-c-d,\\
A_{30}&=2-c-e, & A_{32}&=2-b-d,\\
A_{23}&=a+b+c+d-2, & A_{31}&=b+c+d+e-2,\\
A_{21}&=4-a-b-c-d-e.
\end{aligned}
\]

`Admissible` requires these to be nonnegative and forbids vertex 0 to exchange all its lines with one partner. That suffices, because if two other vertices did so, vertex 0 and the remaining one would too.

```lean
/-- Fourth-order matrices: five free entries, the others solved from the sum rules, with
differences cut off at zero. -/
def fourth (a b c d e : ℕ) : Matrix (Fin 4) (Fin 4) ℕ :=
  !![0, a, b, 2 - (a + b); c, 0, d, 2 - (c + d);
     e, 4 - (a + b + c + d + e), 0, a + b + c + d - 2;
     2 - (c + e), b + c + d + e - 2, 2 - (b + d), 0]

/-- Inequalities for the free entries: no difference in `fourth` is cut off, and the first
vertex does not exchange all its lines with a single other vertex. -/
abbrev Admissible (a b c d e : ℕ) : Prop :=
  a + b ≤ 2 ∧ c + d ≤ 2 ∧ c + e ≤ 2 ∧ b + d ≤ 2 ∧ a + b + c + d + e ≤ 4 ∧
    2 ≤ a + b + c + d ∧ 2 ≤ b + c + d + e ∧ a + c < 4 ∧ b + e < 4 ∧ 0 < a + b + c + e
```

To count by hand, sort the matrices by their number of entries equal to 2:

- None: each row has one off-diagonal zero, and these zeros form a derangement, giving 9.
- One: its position fixes the rest, giving 12.
- Two: the remaining \(2\times2\) block is all ones and must avoid the diagonal, giving \(6\cdot2=12\).
- Four: twice a derangement matrix, giving 9.

Three is impossible, since the last row would then also contain a 2. The total is 42, and removing the three unlinked matrices leaves 39.

The proof counts through the free entries instead. `fourth_linked` names the solved entries and checks the conditions by linear arithmetic; `fourth_complete` recovers every linked diagram from its five entries.

```lean
/-- Admissible free entries give a linked fourth-order diagram. -/
theorem fourth_linked {a b c d e : ℕ} (h : Admissible a b c d e) :
    fourth a b c d e ∈ linkedDiagrams 4 := by
  have key : IsDiagram (fourth a b c d e) ∧
      ∀ i j, ¬(fourth a b c d e i j = 2 ∧ fourth a b c d e j i = 2) := by
    obtain ⟨h1, h2, h3, h4, h5, h6, h7, h8, h9, h10⟩ := h
    have q1 := Nat.add_sub_of_le h1
    have q2 := Nat.add_sub_of_le h2
    have q3 := Nat.add_sub_of_le h3
    have q4 := Nat.add_sub_of_le h4
    have q5 := Nat.add_sub_of_le h5
    have q6 := Nat.add_sub_of_le h6
    have q7 := Nat.add_sub_of_le h7
    unfold fourth
    -- name the solved entries, so that all conditions become linear
    generalize 2 - (a + b) = x1 at q1 ⊢
    generalize 2 - (c + d) = x2 at q2 ⊢
    generalize 2 - (c + e) = x3 at q3 ⊢
    generalize 2 - (b + d) = x4 at q4 ⊢
    generalize 4 - (a + b + c + d + e) = x5 at q5 ⊢
    generalize a + b + c + d - 2 = x6 at q6 ⊢
    generalize b + c + d + e - 2 = x7 at q7 ⊢
    constructor
    · refine ⟨?_, ?_, ?_⟩ <;> intro i <;> fin_cases i <;> simp [Fin.sum_univ_four] <;> linarith
    · intro i j
      fin_cases i <;> fin_cases j <;> rintro ⟨hi, hj⟩ <;> simp at hi hj <;> linarith
  exact ⟨key.1, (linked_iff_no_pair (by omega) (by omega) key.1).2 key.2⟩

/-- Every linked fourth-order diagram is recovered from its free entries, which are
admissible. -/
theorem fourth_complete {A : Matrix (Fin 4) (Fin 4) ℕ} (h : A ∈ linkedDiagrams 4) :
    Admissible (A 0 1) (A 0 2) (A 1 0) (A 1 2) (A 2 0) ∧
      fourth (A 0 1) (A 0 2) (A 1 0) (A 1 2) (A 2 0) = A := by
  have sub : ∀ {s z t : ℕ}, s + z = t → t - s = z := by intros; omega
  have pair : ∀ {x y : ℕ}, x ≤ 2 → y ≤ 2 → ¬(x = 2 ∧ y = 2) → x + y < 4 := by intros; omega
  have hp := (linked_iff_no_pair (by omega) (by omega) h.1).1 h.2
  obtain ⟨⟨hd, hr, hc⟩, -⟩ := h
  simp only [Fin.sum_univ_four] at hr hc
  have r0 := hr 0
  have r1 := hr 1
  have r2 := hr 2
  have r3 := hr 3
  have c0 := hc 0
  have c1 := hc 1
  have c2 := hc 2
  simp only [hd, zero_add, add_zero] at r0 r1 r2 r3 c0 c1 c2
  have p1 := pair (by linarith) (by linarith) (hp 0 1)
  have p2 := pair (by linarith) (by linarith) (hp 0 2)
  have p3 := pair (by linarith) (by linarith) (hp 0 3)
  refine ⟨⟨by linarith, by linarith, by linarith, by linarith, by linarith, by linarith,
    by linarith, p1, p2, by linarith⟩, ?_⟩
  have e1 : 4 - (A 0 1 + A 0 2 + A 1 0 + A 1 2 + A 2 0) = A 2 1 := sub (by linarith)
  have e2 : A 0 1 + A 0 2 + A 1 0 + A 1 2 - 2 = A 2 3 := sub (by linarith)
  have e3 : A 0 2 + A 1 0 + A 1 2 + A 2 0 - 2 = A 3 1 := sub (by linarith)
  rw [fourth, sub r0, sub r1, sub c0, sub c2, e1, e2, e3]
  ext i j
  fin_cases i <;> fin_cases j <;> simp [hd]
```

In the final theorem, `ncard` is the number of elements of a set. The parametrisations are injective because the free entries can be read off the matrix, and `decide +kernel` finds 39 admissible choices among \(3^5=243\).

```lean
/-- For a Hartree-Fock reference there are exactly 1, 3 and 39 linked vertex-labelled
Hugenholtz energy diagrams of second, third and fourth order. -/
theorem linked_diagram_count :
    (linkedDiagrams 2).ncard = 1 ∧ (linkedDiagrams 3).ncard = 3 ∧
      (linkedDiagrams 4).ncard = 39 := by
  refine ⟨?_, ?_, ?_⟩
  · -- second order: the sum rules leave no freedom
    refine Set.ncard_eq_one.2 ⟨!![0, 2; 2, 0],
      Set.eq_singleton_iff_unique_mem.2 ⟨⟨by decide, ?_⟩, ?_⟩⟩
    · refine { preconnected := ?_, nonempty := ⟨0⟩ }
      intro i j
      by_cases hij : i = j
      · rw [hij]
      · refine SimpleGraph.Adj.reachable
          ((SimpleGraph.fromRel_adj _ _ _).2 ⟨hij, Or.inl ?_⟩)
        fin_cases i <;> fin_cases j <;> simp at hij ⊢
    · rintro A ⟨⟨hd, hr, -⟩, -⟩
      simp only [Fin.sum_univ_two] at hr
      have d := And.intro (hd 0) (hd 1)
      have r := And.intro (hr 0) (hr 1)
      ext i j
      fin_cases i <;> fin_cases j <;> simp <;> omega
  · -- third order: one free entry, and every diagram is linked
    have hf : Function.Injective third := by
      intro x y h
      have h1 := congrFun (congrFun h 0) 1
      exact Fin.ext h1
    have ht : ∀ x, IsDiagram (third x) := by
      intro x
      fin_cases x <;> decide +kernel
    have hp : ∀ x i j, ¬(third x i j = 2 ∧ third x j i = 2) := by
      intro x i j
      fin_cases x <;> fin_cases i <;> fin_cases j <;> simp [third]
    have hs : linkedDiagrams 3 = third '' ↑(univ : Finset (Fin 3)) := by
      ext A
      constructor
      · rintro ⟨⟨hd, hr, hc⟩, -⟩
        simp only [Fin.sum_univ_three] at hr hc
        have d := And.intro (hd 0) (And.intro (hd 1) (hd 2))
        have r := And.intro (hr 0) (And.intro (hr 1) (hr 2))
        have c := And.intro (hc 0) (And.intro (hc 1) (hc 2))
        refine ⟨⟨A 0 1, by omega⟩, mem_coe.2 (mem_univ _), ?_⟩
        ext i j
        fin_cases i <;> fin_cases j <;> simp [third] <;> omega
      · rintro ⟨x, -, rfl⟩
        exact ⟨ht x, (linked_iff_no_pair (by omega) (by omega) (ht x)).2 (hp x)⟩
    rw [hs, Set.ncard_image_of_injective _ hf, Set.ncard_coe_finset, card_univ,
      Fintype.card_fin]
  · -- fourth order: the kernel counts the admissible choices of five entries
    let f : Fin 3 × Fin 3 × Fin 3 × Fin 3 × Fin 3 → Matrix (Fin 4) (Fin 4) ℕ :=
      fun p => fourth p.1 p.2.1 p.2.2.1 p.2.2.2.1 p.2.2.2.2
    have hf : Function.Injective f := by
      intro p q h
      have k : ∀ i j, f p i j = f q i j := fun i j => by rw [h]
      exact Prod.ext (Fin.ext (k 0 1)) (Prod.ext (Fin.ext (k 0 2)) (Prod.ext (Fin.ext (k 1 0))
        (Prod.ext (Fin.ext (k 1 2)) (Fin.ext (k 2 0)))))
    have hs : linkedDiagrams 4 = f '' ↑(univ.filter
        fun p : Fin 3 × Fin 3 × Fin 3 × Fin 3 × Fin 3 =>
          Admissible p.1 p.2.1 p.2.2.1 p.2.2.2.1 p.2.2.2.2) := by
      have lt : ∀ {x y : ℕ}, x + y ≤ 2 → x < 3 ∧ y < 3 := by intros; omega
      ext A
      constructor
      · intro h
        obtain ⟨ha, hA⟩ := fourth_complete h
        exact ⟨(⟨A 0 1, (lt ha.1).1⟩, ⟨A 0 2, (lt ha.1).2⟩, ⟨A 1 0, (lt ha.2.1).1⟩,
          ⟨A 1 2, (lt ha.2.1).2⟩, ⟨A 2 0, (lt ha.2.2.1).2⟩),
          mem_coe.2 (mem_filter.2 ⟨mem_univ _, ha⟩), hA⟩
      · rintro ⟨p, hp, rfl⟩
        exact fourth_linked (mem_filter.1 (mem_coe.1 hp)).2
    rw [hs, Set.ncard_image_of_injective _ hf, Set.ncard_coe_finset]
    decide +kernel

end HugenholtzDiagrams
```

```lean
#print axioms HugenholtzDiagrams.linked_diagram_count
```

```
'HugenholtzDiagrams.linked_diagram_count' depends on axioms: [propext, Classical.choice, Quot.sound]
```
